# Splitting a contracted perturber into decoupled parts never raises the second-order energy

## Can a finer contraction ever give a higher second-order energy?

When I set up a multireference second-order calculation, I have to choose how far to contract the perturber space: one function for a whole class of excitations, or several functions that add up to it. I expect the finer choice to give a second-order energy that is lower or equal, provided that the zeroth-order Hamiltonian does not couple the separate functions and all of them lie above the reference. Can this be stated rigorously, with a machine-checked proof, and when does the coarser choice cost nothing?

## The cost of contraction is a weighted sum of squares

The expected ordering can be stated rigorously and proved, under the conditions you name plus mutual orthogonality. Let \(A\) be the zeroth-order Hamiltonian minus the reference energy, and let \(r_l\), with \(l\) in a finite nonempty set \(s\), be the perturbers: the pieces of the perturbation acting on the reference state. Write

\[
r=\sum_{l\in s} r_l,\qquad n_l=\|r_l\|^2,\qquad e_l=\mathrm{Re}\,\langle r_l,Ar_l\rangle>0 .
\]

The normalised excitation energy of perturber \(l\) is \(e_l/n_l\); the condition \(e_l>0\) already excludes \(r_l=0\).

**One perturber.** The Hylleraas functional of a trial first-order function \(x\) is \(\mathrm{Re}\,\langle x,Ax\rangle+2\,\mathrm{Re}\,\langle x,r_l\rangle\). For \(x=c\,r_l\) with complex \(c\) it becomes

\[
|c|^2e_l+2\,\mathrm{Re}(c)\,n_l=e_l\left|c+\frac{n_l}{e_l}\right|^2-\frac{n_l^2}{e_l}.
\]

Its minimum, at \(c=-n_l/e_l\), is the contracted energy \(-n_l^2/e_l=-\|r_l\|^4/e_l\).

**The sum.** For \(l\neq m\) we have \(\langle r_l,r_m\rangle=0\) and \(\langle r_l,Ar_m\rangle=0\), so all cross terms vanish:

\[
N:=\|r\|^2=\sum_l n_l,\qquad S:=\mathrm{Re}\,\langle r,Ar\rangle=\sum_l e_l>0 .
\]

**The comparison.** The same cross terms vanish in the Hylleraas functional of \(r\) at \(x=\sum_l c_l r_l\). It is then the sum of the one-perturber functionals, so the finer choice has the energy \(-\sum_l n_l^2/e_l\). The Lean file starts from this sum. For any real \(t\),

\[
\sum_l e_l\left(\frac{n_l}{e_l}-t\right)^2=\sum_l\frac{n_l^2}{e_l}-2tN+t^2S .
\]

Setting \(t=N/S\) turns the last two terms into \(-N^2/S\), hence

\[
-\frac{N^2}{S}-\left(-\sum_l\frac{n_l^2}{e_l}\right)=\sum_l e_l\left(\frac{n_l}{e_l}-\frac{N}{S}\right)^2\ge 0 .
\]

The left side is the energy lost by contraction. It vanishes exactly when every \(n_l/e_l\) equals \(N/S\). This is the same as \(e_l n_m=e_m n_l\) for all pairs: summing that relation over \(m\) gives \(e_lN=Sn_l\). Contraction is therefore free exactly when all perturbers have the same excitation energy.

**Grouping into classes.** If the perturbers are grouped into classes and each class is contracted to one function, the inequality holds within each class, and adding over the classes gives it for the whole grouping.

**Numbers.** Take \(A=\mathrm{diag}(1,2)\), \(r_0=(1,0)\) and \(r_1=(0,1)\). The separate perturbers give \(-1-\tfrac12=-\tfrac32\). Their sum has \(N=2\) and \(S=3\), which gives \(-\tfrac43\). The loss is \(\tfrac16\), and the squares agree: \(1\cdot(1-\tfrac23)^2+2\cdot(\tfrac12-\tfrac23)^2=\tfrac19+\tfrac1{18}=\tfrac16\).

With a single perturber, \(N/S=n_l/e_l\) and the loss is zero, as it must be.

Here is the Lean file.

```lean
import Mathlib

open scoped InnerProductSpace

namespace ContractedPerturbers

noncomputable section

variable {E ι κ : Type*} [NormedAddCommGroup E] [InnerProductSpace ℂ E]

/-- The real part of the expectation value `⟨x, A x⟩`, without normalisation. -/
def expect (A : E →ₗ[ℂ] E) (x : E) : ℝ := (inner ℂ x (A x)).re

/-- The second-order energy `-‖r‖⁴ / Re ⟨r, A r⟩` of a single contracted perturber `r`. -/
def contractedE2 (A : E →ₗ[ℂ] E) (r : E) : ℝ := -‖r‖ ^ 4 / expect A r

/-- The Hylleraas functional `Re ⟨x, A x⟩ + 2 Re ⟨x, r⟩` of a trial first-order function `x`. -/
def hylleraas (A : E →ₗ[ℂ] E) (r x : E) : ℝ := expect A x + 2 * (inner ℂ x r).re

/-- The perturbers `r l`, `l ∈ s`, are mutually orthogonal, are not coupled by `A`, and have
positive values of `expect A`. -/
structure Decoupled (A : E →ₗ[ℂ] E) (r : ι → E) (s : Finset ι) : Prop where
  orth : ∀ l ∈ s, ∀ m ∈ s, l ≠ m → inner ℂ (r l) (r m) = 0
  uncoupled : ∀ l ∈ s, ∀ m ∈ s, l ≠ m → inner ℂ (r l) (A (r m)) = 0
  pos : ∀ l ∈ s, 0 < expect A (r l)

/-- The unnormalised expectation values `expect A` add over vectors that `A` does not couple. -/
theorem expect_sum (A : E →ₗ[ℂ] E) (s : Finset ι) (v : ι → E)
    (h : ∀ l ∈ s, ∀ m ∈ s, l ≠ m → inner ℂ (v l) (A (v m)) = 0) :
    expect A (∑ l ∈ s, v l) = ∑ l ∈ s, expect A (v l) := by
  unfold expect
  rw [map_sum, sum_inner, Complex.re_sum]
  refine Finset.sum_congr rfl fun l hl => ?_
  rw [inner_sum, Finset.sum_eq_single_of_mem l hl (fun m hm hne => h l hl m hm hne.symm)]

/-- For decoupled perturbers, the squared norm of the sum is the sum of the squared norms. -/
theorem norm_sq_sum {A : E →ₗ[ℂ] E} {r : ι → E} {s : Finset ι} (h : Decoupled A r s) :
    ‖∑ l ∈ s, r l‖ ^ 2 = ∑ l ∈ s, ‖r l‖ ^ 2 := by
  have hid : ∀ x : E, expect LinearMap.id x = ‖x‖ ^ 2 := fun x =>
    inner_self_eq_norm_sq (𝕜 := ℂ) x
  have key := expect_sum LinearMap.id s r h.orth
  simpa only [hid] using key

/-- If `expect A r` is positive, the contracted energy is the least value of the Hylleraas
functional on the complex multiples of the perturber. -/
theorem contractedE2_isLeast {A : E →ₗ[ℂ] E} {r : E} (ha : 0 < expect A r) :
    IsLeast (Set.range fun c : ℂ => hylleraas A r (c • r)) (contractedE2 A r) := by
  -- on the line through `r` the functional is a quadratic polynomial in the amplitude
  have hq : ∀ c : ℂ, hylleraas A r (c • r) =
      Complex.normSq c * expect A r + 2 * (c.re * ‖r‖ ^ 2) := by
    intro c
    have e1 : inner ℂ (c • r) (A (c • r)) = (Complex.normSq c : ℂ) * inner ℂ r (A r) := by
      rw [map_smul, inner_smul_left, inner_smul_right, ← mul_assoc,
        ← Complex.normSq_eq_conj_mul_self]
    have hr : inner ℂ r r = ((‖r‖ ^ 2 : ℝ) : ℂ) := by
      simp [inner_self_eq_norm_sq_to_K]
    have e2 : (inner ℂ (c • r) r).re = c.re * ‖r‖ ^ 2 := by
      rw [inner_smul_left, hr]
      simp only [Complex.mul_re, Complex.conj_re, Complex.conj_im, Complex.ofReal_re,
        Complex.ofReal_im]
      ring
    rw [hylleraas, e2, expect, e1, Complex.re_ofReal_mul, expect]
  have hne := ha.ne'
  constructor
  · refine ⟨((-(‖r‖ ^ 2 / expect A r) : ℝ) : ℂ), ?_⟩
    simp only [hq, Complex.normSq_ofReal, Complex.ofReal_re, contractedE2]
    field_simp
    ring
  · rintro _ ⟨c, rfl⟩
    simp only [hq]
    rw [contractedE2, div_le_iff₀ ha, Complex.normSq_apply]
    nlinarith [sq_nonneg (c.re * expect A r + ‖r‖ ^ 2), sq_nonneg (c.im * expect A r)]

/-- The energy lost by contracting decoupled perturbers into their sum is a weighted sum of squares.
-/
theorem contraction_gap {A : E →ₗ[ℂ] E} {r : ι → E} {s : Finset ι}
    (h : Decoupled A r s) (hs : s.Nonempty) :
    contractedE2 A (∑ l ∈ s, r l) - ∑ l ∈ s, contractedE2 A (r l) =
      ∑ l ∈ s, expect A (r l) * (‖r l‖ ^ 2 / expect A (r l) -
        ‖∑ m ∈ s, r m‖ ^ 2 / expect A (∑ m ∈ s, r m)) ^ 2 := by
  have hN := norm_sq_sum h
  have hS := expect_sum A s r h.uncoupled
  have hpos : 0 < expect A (∑ l ∈ s, r l) := by
    rw [hS]; exact Finset.sum_pos h.pos hs
  -- expand the squares around an arbitrary common ratio `t`
  have key : ∀ t : ℝ, ∑ l ∈ s, expect A (r l) * (‖r l‖ ^ 2 / expect A (r l) - t) ^ 2 =
      -∑ l ∈ s, contractedE2 A (r l) - 2 * t * ‖∑ l ∈ s, r l‖ ^ 2
        + t ^ 2 * expect A (∑ l ∈ s, r l) := by
    intro t
    rw [hN, hS, Finset.mul_sum, Finset.mul_sum, ← Finset.sum_neg_distrib,
      ← Finset.sum_sub_distrib, ← Finset.sum_add_distrib]
    refine Finset.sum_congr rfl fun l hl => ?_
    have hne := (h.pos l hl).ne'
    unfold contractedE2
    field_simp
    ring
  have ht := div_mul_cancel₀ (‖∑ l ∈ s, r l‖ ^ 2) hpos.ne'
  rw [key, contractedE2]
  linear_combination (-(‖∑ l ∈ s, r l‖ ^ 2 / expect A (∑ l ∈ s, r l))) * ht

/-- The sum of decoupled perturbers has a positive `expect A`, and the separate perturbers give a
second-order energy at most that of their sum. -/
theorem finer_contraction_lowers {A : E →ₗ[ℂ] E} {r : ι → E} {s : Finset ι}
    (h : Decoupled A r s) (hs : s.Nonempty) :
    0 < expect A (∑ l ∈ s, r l) ∧
      ∑ l ∈ s, contractedE2 A (r l) ≤ contractedE2 A (∑ l ∈ s, r l) := by
  constructor
  · rw [expect_sum A s r h.uncoupled]
    exact Finset.sum_pos h.pos hs
  · rw [← sub_nonneg, contraction_gap h hs]
    exact Finset.sum_nonneg fun l hl => mul_nonneg (h.pos l hl).le (sq_nonneg _)

/-- Contracting decoupled perturbers costs no energy exactly when the ratio of `Re ⟨r l, A r l⟩` to
`‖r l‖²` is the same for all perturbers, written here without division. -/
theorem contraction_exact_iff {A : E →ₗ[ℂ] E} {r : ι → E} {s : Finset ι}
    (h : Decoupled A r s) (hs : s.Nonempty) :
    ∑ l ∈ s, contractedE2 A (r l) = contractedE2 A (∑ l ∈ s, r l) ↔
      ∀ l ∈ s, ∀ m ∈ s, expect A (r l) * ‖r m‖ ^ 2 = expect A (r m) * ‖r l‖ ^ 2 := by
  have hpos := (finer_contraction_lowers h hs).1
  rw [eq_comm, ← sub_eq_zero, contraction_gap h hs, Finset.sum_eq_zero_iff_of_nonneg
    (fun l hl => mul_nonneg (h.pos l hl).le (sq_nonneg _))]
  constructor
  · intro h0
    -- every perturber has the same ratio of squared norm to `expect A`
    have hT : ∀ l ∈ s, ‖r l‖ ^ 2 =
        ‖∑ m ∈ s, r m‖ ^ 2 / expect A (∑ m ∈ s, r m) * expect A (r l) := by
      intro l hl
      have h1 := (mul_eq_zero.mp (h0 l hl)).resolve_left (h.pos l hl).ne'
      exact (div_eq_iff (h.pos l hl).ne').mp (sub_eq_zero.mp (pow_eq_zero_iff two_ne_zero |>.mp h1))
    intro l hl m hm
    rw [hT l hl, hT m hm]
    ring
  · intro hr l hl
    have h1 : ‖r l‖ ^ 2 / expect A (r l) =
        ‖∑ m ∈ s, r m‖ ^ 2 / expect A (∑ m ∈ s, r m) := by
      rw [div_eq_div_iff (h.pos l hl).ne' hpos.ne', norm_sq_sum h,
        expect_sum A s r h.uncoupled, Finset.mul_sum, Finset.sum_mul]
      refine Finset.sum_congr rfl fun m hm => ?_
      linarith [hr l hl m hm]
    rw [h1, sub_self]
    ring

/-- Grouping decoupled perturbers into classes labelled by `g`, and contracting each class to one
function, gives a second-order energy no lower than that of the separate perturbers. -/
theorem grouping_raises [DecidableEq κ] {A : E →ₗ[ℂ] E} {r : ι → E} {s : Finset ι}
    (h : Decoupled A r s) (g : ι → κ) :
    ∑ l ∈ s, contractedE2 A (r l) ≤
      ∑ k ∈ s.image g, contractedE2 A (∑ l ∈ s with g l = k, r l) := by
  rw [← Finset.sum_fiberwise_of_maps_to (g := g) (t := s.image g)
    (fun l hl => Finset.mem_image_of_mem g hl)]
  refine Finset.sum_le_sum fun k hk => ?_
  have hsub : ∀ l ∈ s.filter (fun l => g l = k), l ∈ s := fun l hl =>
    (Finset.mem_filter.mp hl).1
  obtain ⟨l, hl, hlk⟩ := Finset.mem_image.mp hk
  exact (finer_contraction_lowers
    ⟨fun a ha b hb => h.orth a (hsub a ha) b (hsub b hb),
      fun a ha b hb => h.uncoupled a (hsub a ha) b (hsub b hb),
      fun a ha => h.pos a (hsub a ha)⟩ ⟨l, Finset.mem_filter.mpr ⟨hl, hlk⟩⟩).2

/-- The diagonal two-level operator with entries `1` and `2`. -/
def twoLevel : EuclideanSpace ℂ (Fin 2) →ₗ[ℂ] EuclideanSpace ℂ (Fin 2) where
  toFun x := !₂[x 0, 2 * x 1]
  map_add' x y := by ext i; fin_cases i <;> simp [mul_add]
  map_smul' c x := by ext i; fin_cases i <;> simp [mul_left_comm]

/-- The two unit vectors of the two-level model, taken as perturbers. -/
def levels : Fin 2 → EuclideanSpace ℂ (Fin 2) := ![!₂[1, 0], !₂[0, 1]]

/-- The two unit vectors are decoupled perturbers of the two-level operator. -/
theorem twoLevel_witness : Decoupled twoLevel levels Finset.univ := by
  refine ⟨?_, ?_, ?_⟩
  · intro l _ m _ hlm
    fin_cases l <;> fin_cases m <;>
      simp_all [levels, PiLp.inner_apply, Fin.sum_univ_two]
  · intro l _ m _ hlm
    fin_cases l <;> fin_cases m <;>
      simp_all [levels, twoLevel, PiLp.inner_apply, Fin.sum_univ_two]
  · intro l _
    rw [expect, PiLp.inner_apply, Fin.sum_univ_two]
    fin_cases l <;> simp [levels, twoLevel]

end

end ContractedPerturbers
```

```lean
#print axioms ContractedPerturbers.contractedE2_isLeast
#print axioms ContractedPerturbers.contraction_exact_iff
#print axioms ContractedPerturbers.grouping_raises
```

```
'ContractedPerturbers.contractedE2_isLeast' depends on axioms: [propext, Classical.choice, Quot.sound]
'ContractedPerturbers.contraction_exact_iff' depends on axioms: [propext, Classical.choice, Quot.sound]
'ContractedPerturbers.grouping_raises' depends on axioms: [propext, Classical.choice, Quot.sound]
```

## What the theorems say about the perturbers

The space `E` is a complex inner product space of any dimension, with the inner product conjugate-linear in its first argument. `A` is a linear map defined on all of `E`, which suits a finite basis; the domain questions of an unbounded Hamiltonian are not treated. `A` need not be symmetric. `expect A x` is the real part of \(\langle x,Ax\rangle\), which for a symmetric operator is the whole value. It is not divided by \(\|x\|^2\).

`Decoupled A r s` collects the three hypotheses:

- `orth`: different perturbers are orthogonal.
- `uncoupled`: the zeroth-order Hamiltonian does not mix them. The condition covers both orders of each pair.
- `pos`: each perturber lies above the reference in zeroth-order energy. This excludes zero and negative denominators, but not small positive ones.

These are assumed, not derived from a particular Hamiltonian or excitation scheme.

`finer_contraction_lowers` states that, for nonempty `s`, the summed perturber has a positive expectation value and the separate energies add up to at most the energy of the sum. `contraction_gap` gives the exact difference, `contraction_exact_iff` the condition for equality, and `grouping_raises` the result for classes labelled by any function `g`.

In electronic structure, this orders contraction levels of the strongly contracted kind for finitely many decoupled perturbers. The finer level is in general still contracted. If \(A\) is Hermitian and every perturber is an eigenvector of \(A\), as in the numerical example, the finer level gives the uncontracted second-order energy. A lower second-order energy need not be closer to the exact one.

## How the Lean proof follows the algebra

`expect_sum` expands both sides of the inner product and keeps only the diagonal term for each `l`. `norm_sq_sum` is the same lemma applied to the identity operator.

In `contractedE2_isLeast`, the step `hq` derives the quadratic in \(c\). The minimising amplitude is then supplied explicitly. For the lower bound, `nlinarith` receives the squares of \(\mathrm{Re}(c)\,e+n\) and \(\mathrm{Im}(c)\,e\), where \(n\) and \(e\) belong to the single perturber; this is the completed square multiplied by \(e\).

In `contraction_gap`, `key` is the expansion for arbitrary \(t\), checked term by term with `field_simp` and `ring`. The final `linear_combination` uses \((N/S)\,S=N\). The main inequality follows because each term of the gap is nonnegative.

For `contraction_exact_iff`, a sum of nonnegative terms is zero only if each term is, which yields the common ratio \(n_l/e_l=N/S\); the converse sums the pair relation over `m`. `grouping_raises` splits the sum over `s` by class and applies the main inequality to each class, none of which is empty.

Finally, `twoLevel_witness` checks that the two-level model in the numerical example satisfies all three hypotheses.
